# For bounded $A$, $B$ and $t\ge 0$, one Trotter slice errs by at most $\tfrac{t^2}{2}\lVert AB-BA\rVert e^{t(\lVert A\rVert+\lVert B\rVert)}$

## Does a small commutator make the whole slice error small?

Take the two matrices

$$A=\begin{pmatrix}0&1\\0&0\end{pmatrix},\qquad B=\begin{pmatrix}0&0\\1&0\end{pmatrix},\qquad AB-BA=\begin{pmatrix}1&0\\0&-1\end{pmatrix}.$$

Both exponential series for $A$ and $B$ stop after the linear term, so I can write the splitting error in closed form:

$$e^{tA}e^{tB}-e^{t(A+B)}=\begin{pmatrix}1+t^2-\cosh t&t-\sinh t\\t-\sinh t&1-\cosh t\end{pmatrix}.$$

To second order this is $\tfrac{t^2}{2}(AB-BA)$, as expected. But the off-diagonal entries are of order $t^3$, and the commutator has nothing there. In a path-integral calculation I split $e^{-\tau(T+V)}$ into $e^{-\tau T}e^{-\tau V}$, with kinetic energy $T$, potential energy $V$ and imaginary-time step $\tau$. If $T$ and $V$ nearly commute, does the whole error become small, or only its leading term, with the higher orders keeping a size of their own?

## Every order of the error carries the commutator

The whole error becomes small. At fixed $t$, $\lVert A\rVert$ and $\lVert B\rVert$, its bound is proportional to $\lVert AB-BA\rVert$. The off-diagonal entries in your example arise because the commutator enters the error multiplied on both sides by propagators, which move it away from the diagonal.

Write $[X,Y]=XY-YX$, and use a norm with $\lVert XY\rVert\le\lVert X\rVert\lVert Y\rVert$ and $\lVert 1\rVert=1$, such as the operator norm. Let $t\ge0$.

**Growth of a propagator.** The function $U(s)=e^{sA}$ satisfies $U'=AU$ and $U(0)=1$, so $\lVert U'\rVert\le\lVert A\rVert\lVert U\rVert$. Grönwall's inequality gives $\lVert e^{tA}\rVert\le e^{t\lVert A\rVert}$.

**Moving $B$ through a propagator.** Let $G(s)=e^{(t-s)A}Be^{sA}$, which runs from $e^{tA}B$ at $s=0$ to $Be^{tA}$ at $s=t$. Its derivative is

$$G'(s)=-e^{(t-s)A}ABe^{sA}+e^{(t-s)A}BAe^{sA}=e^{(t-s)A}(BA-AB)e^{sA},$$

with norm at most $\lVert[A,B]\rVert e^{(t-s)\lVert A\rVert}e^{s\lVert A\rVert}=\lVert[A,B]\rVert e^{t\lVert A\rVert}$. Over an interval of length $t$ this gives

$$\lVert[e^{tA},B]\rVert\le t\,\lVert[A,B]\rVert\,e^{t\lVert A\rVert}.$$

**From the exact to the split propagator.** Let $P(s)=e^{(t-s)(A+B)}e^{sA}e^{sB}$. Then $P(0)=e^{t(A+B)}$ and $P(t)=e^{tA}e^{tB}$, and

$$\begin{aligned}P'(s)&=e^{(t-s)(A+B)}\bigl[-(A+B)e^{sA}+Ae^{sA}+e^{sA}B\bigr]e^{sB}\\&=e^{(t-s)(A+B)}\,[e^{sA},B]\,e^{sB}.\end{aligned}$$

Since $\lVert A+B\rVert\le\lVert A\rVert+\lVert B\rVert$, the two estimates above give

$$\lVert P'(s)\rVert\le e^{(t-s)(\lVert A\rVert+\lVert B\rVert)}\,s\lVert[A,B]\rVert e^{s\lVert A\rVert}\,e^{s\lVert B\rVert}=s\,\lVert[A,B]\rVert\,e^{t(\lVert A\rVert+\lVert B\rVert)}.$$

Integrating $s$ from $0$ to $t$ produces $t^2/2$, and with it the bound in the title.

**The leading term.** Put $F(s)=e^{sA}e^{sB}$, $R(s)=e^{s(A+B)}$ and $E=F-R$. Then $E'=AF+FB-(A+B)R$, which vanishes at $s=0$. Its slope there is

$$A(A+B)+(A+B)B-(A+B)^2=AB-BA.$$

So for any $\varepsilon>0$ and all sufficiently small $s\ge0$, $\lVert E'(s)-s[A,B]\rVert\le2\varepsilon s$. Integration gives $\lVert E(t)-\tfrac{t^2}{2}[A,B]\rVert\le\varepsilon t^2$ for short slices.

**The factor one half.** Suppose $\lVert E(t)\rVert\le Kt^2$ for all short slices. The triangle inequality gives $\tfrac{t^2}{2}\lVert[A,B]\rVert\le(K+\varepsilon)t^2$. Divide by $t^2>0$ and let $\varepsilon$ tend to zero: $K\ge\tfrac12\lVert[A,B]\rVert$.

In your example the operator norms of $A$, $B$ and $[A,B]$ are all $1$, so the bound is $\tfrac{t^2}{2}e^{2t}$. At $t=0.1$ the error has norm about $0.00501$ and the bound is about $0.00611$. At $t=1$ they are about $0.573$ and $3.69$, so the exponential factor is generous for long slices. In the limiting case $AB=BA$ the bound is zero and the splitting is exact.

### What the Lean statements say about $T$ and $V$

The type `𝔸` is a normed ring that is also a real normed algebra, and `CompleteSpace 𝔸` makes it complete. Real or complex $n\times n$ matrices with the operator norm are examples for $n\ge1$. For imaginary time, read `A` as $-T$, `B` as $-V$ and `t` as $\tau=\beta/P$, with $\beta$ the inverse temperature and $P$ here the number of beads. For real time, read them as $-iT/\hbar$ and $-iV/\hbar$, with complex matrices regarded as a real algebra. No Hermiticity is assumed.

The propagator is `NormedSpace.exp (t • A)`, and `sliceError A B t` is the split propagator minus the exact one, with the $A$ factor on the left. Three theorems carry the content:

- `norm_sliceError_le` is the bound in the title. It needs `0 ≤ t` and `NormOneClass 𝔸`, which says $\lVert1\rVert=1$. The Frobenius norm violates this for $n\ge2$.
- `sliceError_leading` says that for each `ε > 0` there is a `δ > 0` such that the error differs from $\tfrac{t^2}{2}(AB-BA)$ by at most $\varepsilon t^2$ whenever $0\le t<\delta$.
- `half_commutator_le_of_bound` says that any `K` with error at most $Kt^2$ on some interval $0<t<\delta$ satisfies $K\ge\lVert AB-BA\rVert/2$.

The last two do not use $\lVert1\rVert=1$.

For split-operator propagation and path integrals in a finite basis, the result bounds the error of one time step made with the product $e^{tA}e^{tB}$. The symmetric product $e^{tA/2}e^{tB}e^{tA/2}$, which is common in practice, has a one-step error of order $t^3$ and is not treated here. The Trotter product formula is about the limit of many slices; it can be derived from the present bound by adding up the slice errors. The bound does not carry over directly to a particle in continuous space: the kinetic energy $T$ then has no finite norm, and in a finite basis $\lVert T\rVert$ typically grows as the basis is refined.

```lean
import Mathlib

open Set

namespace TrotterSlice

noncomputable section

variable {𝔸 : Type*} [NormedRing 𝔸] [NormedAlgebra ℝ 𝔸]

/-- The error of a single Trotter slice of length `t`: the split propagator
`exp(tA) exp(tB)` minus the exact propagator `exp(t(A+B))`. -/
def sliceError (A B : 𝔸) (t : ℝ) : 𝔸 :=
  NormedSpace.exp (t • A) * NormedSpace.exp (t • B) - NormedSpace.exp (t • (A + B))

variable [CompleteSpace 𝔸]

/-- For `t ≥ 0` and `‖1‖ = 1`, the propagator `exp(tA)` has norm at most `exp(t‖A‖)`. -/
theorem norm_propagator_le [NormOneClass 𝔸] (A : 𝔸) {t : ℝ} (ht : 0 ≤ t) :
    ‖NormedSpace.exp (t • A)‖ ≤ Real.exp (t * ‖A‖) := by
  have hd : ∀ s : ℝ, HasDerivAt (fun u : ℝ => NormedSpace.exp (u • A))
      (A * NormedSpace.exp (s • A)) s := fun s => hasDerivAt_exp_smul_const' A s
  -- Grönwall's inequality for the evolution equation `U' = A U`, `U(0) = 1`
  have h := norm_le_gronwallBound_of_norm_deriv_right_le
    (f := fun u : ℝ => NormedSpace.exp (u • A))
    (f' := fun s : ℝ => A * NormedSpace.exp (s • A))
    (δ := 1) (K := ‖A‖) (ε := 0) (a := 0) (b := t)
    (fun s _ => (hd s).continuousAt.continuousWithinAt)
    (fun s _ => (hd s).hasDerivWithinAt)
    (by simp)
    (fun s _ => by rw [add_zero]; exact norm_mul_le _ _) t ⟨ht, le_rfl⟩
  rw [gronwallBound_ε0, one_mul, sub_zero, mul_comm] at h
  exact h

/-- The propagator over the remaining time `t - s` has derivative `-exp((t-s)A) A`
with respect to `s`. -/
theorem hasDerivAt_remaining (A : 𝔸) (t s : ℝ) :
    HasDerivAt (fun u : ℝ => NormedSpace.exp ((t - u) • A))
      (-(NormedSpace.exp ((t - s) • A) * A)) s :=
  HasDerivAt.comp_const_sub t s (hasDerivAt_exp_smul_const A (t - s))

/-- For `t ≥ 0` and `‖1‖ = 1`, the commutator of the propagator `exp(tA)` with `B` is at most
`t ‖AB - BA‖ exp(t‖A‖)` in norm. -/
theorem norm_propagator_commutator_le [NormOneClass 𝔸] (A B : 𝔸) {t : ℝ} (ht : 0 ≤ t) :
    ‖NormedSpace.exp (t • A) * B - B * NormedSpace.exp (t • A)‖
      ≤ t * ‖A * B - B * A‖ * Real.exp (t * ‖A‖) := by
  -- move `B` through the propagator along `exp((t-s)A) B exp(sA)`
  have hd : ∀ s : ℝ, HasDerivAt
      (fun u : ℝ => NormedSpace.exp ((t - u) • A) * (B * NormedSpace.exp (u • A)))
      (NormedSpace.exp ((t - s) • A) * (B * A - A * B) * NormedSpace.exp (s • A)) s := by
    intro s
    refine ((hasDerivAt_remaining A t s).fun_mul
      ((hasDerivAt_exp_smul_const' A s).const_mul B)).congr_deriv ?_
    noncomm_ring
  have h := norm_image_sub_le_of_norm_deriv_le_segment' (a := 0) (b := t)
    (C := ‖A * B - B * A‖ * Real.exp (t * ‖A‖))
    (fun s _ => (hd s).hasDerivWithinAt)
    (fun s hs => by
      have h1 := norm_propagator_le A (sub_nonneg.mpr hs.2.le)
      have h2 := norm_propagator_le A hs.1
      have h3 : Real.exp (t * ‖A‖) = Real.exp ((t - s) * ‖A‖) * Real.exp (s * ‖A‖) := by
        rw [← Real.exp_add]; congr 1; ring
      calc _ ≤ ‖NormedSpace.exp ((t - s) • A)‖ * ‖B * A - A * B‖
              * ‖NormedSpace.exp (s • A)‖ := norm_mul₃_le
        _ ≤ Real.exp ((t - s) * ‖A‖) * ‖B * A - A * B‖ * Real.exp (s * ‖A‖) := by gcongr
        _ = _ := by rw [h3, norm_sub_rev (B * A)]; ring) t ⟨ht, le_rfl⟩
  simp only [sub_self, zero_smul, NormedSpace.exp_zero, one_mul, mul_one, sub_zero] at h
  rw [norm_sub_rev]
  linarith

/-- Along the path `exp((t-s)(A+B)) exp(sA) exp(sB)` from the exact to the split propagator, the
derivative in `s` is the commutator of `exp(sA)` with `B`, multiplied by `exp((t-s)(A+B))` on the
left and by `exp(sB)` on the right. -/
theorem hasDerivAt_interpolation (A B : 𝔸) (t s : ℝ) :
    HasDerivAt (fun u : ℝ => NormedSpace.exp ((t - u) • (A + B)) *
        (NormedSpace.exp (u • A) * NormedSpace.exp (u • B)))
      (NormedSpace.exp ((t - s) • (A + B)) *
        (NormedSpace.exp (s • A) * B - B * NormedSpace.exp (s • A)) *
        NormedSpace.exp (s • B)) s := by
  refine ((hasDerivAt_remaining (A + B) t s).fun_mul
    ((hasDerivAt_exp_smul_const' A s).fun_mul (hasDerivAt_exp_smul_const' B s))).congr_deriv ?_
  noncomm_ring

/-- For `t ≥ 0` and `‖1‖ = 1`, the error of a single Trotter slice is at most
`(t²/2) ‖AB - BA‖ exp(t(‖A‖ + ‖B‖))` in norm. -/
theorem norm_sliceError_le [NormOneClass 𝔸] (A B : 𝔸) {t : ℝ} (ht : 0 ≤ t) :
    ‖sliceError A B t‖
      ≤ t ^ 2 / 2 * ‖A * B - B * A‖ * Real.exp (t * (‖A‖ + ‖B‖)) := by
  have hd := fun s : ℝ =>
    (hasDerivAt_interpolation A B t s).sub_const (NormedSpace.exp (t • (A + B)))
  have hb : ∀ s : ℝ, HasDerivAt
      (fun u : ℝ => u ^ 2 / 2 * (‖A * B - B * A‖ * Real.exp (t * (‖A‖ + ‖B‖))))
      (s * (‖A * B - B * A‖ * Real.exp (t * (‖A‖ + ‖B‖)))) s := fun s =>
    (((hasDerivAt_pow 2 s).div_const 2).mul_const _).congr_deriv (by norm_num)
  have h := image_norm_le_of_norm_deriv_right_le_deriv_boundary (a := 0) (b := t)
    (fun s _ => (hd s).continuousAt.continuousWithinAt)
    (fun s _ => (hd s).hasDerivWithinAt)
    (by simp) hb
    (fun s hs => by
      have h1 := (norm_propagator_le (A + B) (sub_nonneg.mpr hs.2.le)).trans
        (Real.exp_le_exp.mpr (mul_le_mul_of_nonneg_left (norm_add_le A B)
          (sub_nonneg.mpr hs.2.le)))
      have h2 := norm_propagator_commutator_le A B hs.1
      have h3 := norm_propagator_le B hs.1
      -- the three growth factors combine to one that does not depend on `s`
      have h4 : Real.exp (t * (‖A‖ + ‖B‖)) = Real.exp ((t - s) * (‖A‖ + ‖B‖)) *
          Real.exp (s * ‖A‖) * Real.exp (s * ‖B‖) := by
        rw [← Real.exp_add, ← Real.exp_add]; congr 1; ring
      have hs0 : 0 ≤ s := hs.1
      calc _ ≤ ‖NormedSpace.exp ((t - s) • (A + B))‖ *
              ‖NormedSpace.exp (s • A) * B - B * NormedSpace.exp (s • A)‖ *
              ‖NormedSpace.exp (s • B)‖ := norm_mul₃_le
        _ ≤ Real.exp ((t - s) * (‖A‖ + ‖B‖)) *
              (s * ‖A * B - B * A‖ * Real.exp (s * ‖A‖)) * Real.exp (s * ‖B‖) := by gcongr
        _ = _ := by rw [h4]; ring) (right_mem_Icc.mpr ht)
  simp only [sub_self, zero_smul, NormedSpace.exp_zero, one_mul] at h
  rw [sliceError, mul_assoc]
  exact h

/-- For each `ε > 0` there is a `δ > 0` such that, whenever `0 ≤ t < δ`, the slice error differs
from `(t²/2)(AB - BA)` by at most `ε t²` in norm. -/
theorem sliceError_leading (A B : 𝔸) {ε : ℝ} (hε : 0 < ε) :
    ∃ δ > 0, ∀ t : ℝ, 0 ≤ t → t < δ →
      ‖sliceError A B t - (t ^ 2 / 2) • (A * B - B * A)‖ ≤ ε * t ^ 2 := by
  let F : ℝ → 𝔸 := fun u => NormedSpace.exp (u • A) * NormedSpace.exp (u • B)
  let R : ℝ → 𝔸 := fun u => NormedSpace.exp (u • (A + B))
  have hF : ∀ s, HasDerivAt F (A * F s + F s * B) s := fun s =>
    ((hasDerivAt_exp_smul_const' A s).fun_mul (hasDerivAt_exp_smul_const B s)).congr_deriv
      (by simp only [F, mul_assoc])
  have hR : ∀ s, HasDerivAt R ((A + B) * R s) s := fun s => hasDerivAt_exp_smul_const' (A + B) s
  have F0 : F 0 = 1 := by simp [F]
  have R0 : R 0 = 1 := by simp [R]
  -- the derivative of the error has slope `AB - BA` at the origin
  have hD : HasDerivAt (fun u => A * F u + F u * B - (A + B) * R u) (A * B - B * A) 0 := by
    refine ((((hF 0).const_mul A).fun_add ((hF 0).mul_const B)).fun_sub
      ((hR 0).const_mul (A + B))).congr_deriv ?_
    rw [F0, R0]
    noncomm_ring
  obtain ⟨δ, hδ, h⟩ := Metric.eventually_nhds_iff.mp
    ((hasDerivAt_iff_isLittleO.mp hD).def (by positivity : 0 < 2 * ε))
  refine ⟨δ, hδ, fun t ht htδ => ?_⟩
  have hq : ∀ s : ℝ, HasDerivAt (fun u : ℝ => u ^ 2 / 2) s s := fun s =>
    ((hasDerivAt_pow 2 s).div_const 2).congr_deriv (by norm_num)
  have hg := fun s : ℝ =>
    ((hF s).fun_sub (hR s)).fun_sub ((hq s).smul_const (A * B - B * A))
  have hb : ∀ s : ℝ, HasDerivAt (fun u : ℝ => ε * u ^ 2) (2 * ε * s) s := fun s =>
    ((hasDerivAt_pow 2 s).const_mul ε).congr_deriv (by norm_num; ring)
  exact image_norm_le_of_norm_deriv_right_le_deriv_boundary (a := 0) (b := t)
    (fun s _ => (hg s).continuousAt.continuousWithinAt)
    (fun s _ => (hg s).hasDerivWithinAt)
    (by simp [F0, R0]) hb
    (fun s hs => by
      have h1 := h (y := s) (by
        rw [Real.dist_eq, sub_zero, abs_of_nonneg hs.1]; exact hs.2.trans htδ)
      simpa only [F0, R0, mul_one, one_mul, sub_self, sub_zero, Real.norm_eq_abs,
        abs_of_nonneg hs.1] using h1) (right_mem_Icc.mpr ht)

/-- If the slice error has norm at most `K t²` for all sufficiently short slices, then `K` is at
least `‖AB - BA‖ / 2`. -/
theorem half_commutator_le_of_bound (A B : 𝔸) {K δ : ℝ} (hδ : 0 < δ)
    (hK : ∀ t : ℝ, 0 < t → t < δ → ‖sliceError A B t‖ ≤ K * t ^ 2) :
    ‖A * B - B * A‖ / 2 ≤ K := by
  refine le_of_forall_pos_le_add fun ε hε => ?_
  obtain ⟨η, hη, h⟩ := sliceError_leading A B hε
  -- a slice short enough for both estimates
  obtain ⟨t, ht, htm⟩ := exists_between (lt_min hδ hη)
  have h1 := hK t ht (htm.trans_le (min_le_left _ _))
  have h2 := h t ht.le (htm.trans_le (min_le_right _ _))
  have h3 := norm_sub_le (sliceError A B t)
    (sliceError A B t - (t ^ 2 / 2) • (A * B - B * A))
  rw [sub_sub_cancel, norm_smul, Real.norm_of_nonneg (by positivity)] at h3
  have h4 : 0 < t ^ 2 := by positivity
  refine le_of_mul_le_mul_right ?_ h4
  linarith

end

end TrotterSlice
```

```lean
#print axioms TrotterSlice.norm_sliceError_le
#print axioms TrotterSlice.half_commutator_le_of_bound
```

```
'TrotterSlice.norm_sliceError_le' depends on axioms: [propext, Classical.choice, Quot.sound]
'TrotterSlice.half_commutator_le_of_bound' depends on axioms: [propext, Classical.choice, Quot.sound]
```

### From the two paths to the Lean proof

`norm_propagator_le` applies Mathlib's Grönwall inequality to $U'=AU$, with initial bound `δ := 1`, rate `K := ‖A‖` and no source term. `hasDerivAt_remaining` is the chain rule for $e^{(t-s)A}$ and supplies the minus sign in both path derivatives.

`norm_propagator_commutator_le` treats the path $G$. The product rule gives the raw derivative, and `noncomm_ring` collects it into the commutator form without exchanging factors. The mean value inequality `norm_image_sub_le_of_norm_deriv_le_segment'` then turns the constant bound on $\lVert G'\rVert$ into the factor $t$.

`hasDerivAt_interpolation` does the same algebra for the path $P(s)$. In `norm_sliceError_le` the exact propagator is subtracted from that path, so that it starts at zero. Its derivative is bounded by a multiple of $s$, so the proof uses a comparison form of the mean value inequality, `image_norm_le_of_norm_deriv_right_le_deriv_boundary`. The comparison function is $u^2/2$ times the constant $\lVert[A,B]\rVert e^{t(\lVert A\rVert+\lVert B\rVert)}$, and this takes the place of the integral over $s$. The step `h4` combines the three growth factors into one that is independent of $s$.

In `sliceError_leading`, `hD` is the slope $AB-BA$ of $E'$ at the origin. The little-o form of that derivative, taken with tolerance `2 * ε`, provides `δ`, and the same comparison inequality with $\varepsilon u^2$ finishes the estimate. `half_commutator_le_of_bound` picks a positive `t` short enough for both the assumed bound and the expansion, applies the triangle inequality and cancels `t ^ 2`.

### When the propagators do not grow

The same two paths give a neighbouring estimate that suits thermal calculations. Let $T$ and $V$ be Hermitian matrices with no negative eigenvalues, and set $A=-T$, $B=-V$. Then $e^{sA}$, $e^{sB}$ and $e^{s(A+B)}$ have operator norm at most $1$ for $s\ge0$. Putting $1$ for each growth factor in the derivation leaves

$$\lVert e^{-\tau T}e^{-\tau V}-e^{-\tau(T+V)}\rVert\le\frac{\tau^2}{2}\lVert TV-VT\rVert .$$

For real-time propagation with Hermitian matrices the propagators are unitary, and the exponential disappears in the same way. The Lean theorem assumes neither property and keeps the exponential.
